# Density-fitted Coulomb and exchange matrices, with positivity of the exchange matrix

## Integrals, density matrix and index order

Let p, q, r, s label the functions χ_p of a finite real basis. Two-electron integrals are written in charge-cloud order: in (pq|rs), the product χ_p χ_q belongs to the first electron and χ_r χ_s to the second. For a real density matrix D, the Coulomb and exchange matrices are

J_pq = Σ_rs (pq|rs) D_rs

K_pq = Σ_rs (pr|qs) D_rs

No spin factors are included. If the columns of C hold the real basis-set coefficients of the doubly occupied orbitals of a closed shell and D = C Cᵀ, the two-electron part of the Fock matrix is 2J − K.

Density fitting expands the products χ_p χ_q in an auxiliary basis. With the inverse square root of the auxiliary Coulomb metric absorbed into the three-index quantities, the fitted integrals, which approximate the exact ones and are written (pq|rs) from here on, take the form

(pq|rs) = Σ_P B_P(p,q) B_P(r,s)

where P runs over a finite auxiliary index set. Each B_P is a real matrix, symmetric because χ_p χ_q = χ_q χ_p. In Hartree–Fock calculations with a finite real basis and integrals of this form, J and K can therefore be built without storing the four-index array.

## The two matrices in terms of the factors

Insert the factorised integrals into J and move the sum over P to the front:

J_pq = Σ_P [Σ_rs B_P(r,s) D_rs] B_P(p,q)

The bracket is tr(B_Pᵀ D). In the exchange matrix the factors carry the index pairs (p,r) and (q,s):

K_pq = Σ_P Σ_rs B_P(p,r) D_rs B_P(q,s) = Σ_P (B_P D B_Pᵀ)_pq

Since B_Pᵀ = B_P, the transposes disappear:

J(D) = Σ_P tr(B_P D) B_P

K(D) = Σ_P B_P D B_P

Neither formula needs D to be symmetric.

## Positivity of exchange

Let D be positive semidefinite, that is, symmetric with yᵀ D y ≥ 0 for every real vector y. Then each B_P D B_Pᵀ is symmetric, and for every real vector x

xᵀ K(D) x = Σ_P (B_Pᵀ x)ᵀ D (B_Pᵀ x) ≥ 0

Hence K(D) is positive semidefinite. Because K is linear in D, the same argument applied to D' − D shows that K(D') − K(D) is positive semidefinite whenever D' − D is.

The factorised form alone does not give J this property. Take a basis of two orbitals, one factor B = diag(1, −1) and D = diag(1, 0). Then tr(B D) = 1 and J(D) = diag(1, −1), which has a negative eigenvalue. These are model integrals: with exact Coulomb integrals, a non-negative density produces a non-negative potential and J is positive semidefinite. What the factorised form does give, for symmetric factors, is

tr(D J(D)) = Σ_P tr(B_P D)² ≥ 0

A neighbouring identity, which the file does not contain, follows for symmetric factors and D = C Cᵀ by cyclic permutation under the trace:

tr(D K(D)) = Σ_P Σ_ij [(Cᵀ B_P C)_ij]²

Here i and j label the columns of C.

## How the Lean statement expresses this

The finite types `n`, `ι` and `o` index basis functions, auxiliary functions and orbitals. The definitions `coulomb` and `exchange` accept any four-index real array `g`; `fittedERI B` is the particular array built from the factors.

The theorem `coulomb_exchange_densityFitted` assumes that every `B P` is symmetric and takes an arbitrary real matrix `D`. It states the two formulas and the implication from `D.PosSemidef` to positivity of the exchange matrix. The symbol `•` multiplies a matrix by a number, and `PosSemidef` includes symmetry for real matrices.

The factorisation is the starting point, so the theorems say nothing about how closely fitted integrals approximate exact ones. Complex orbitals are not covered. No overlap matrix, electron number or idempotency condition enters.

The index order needs care, because the types do not record it. If an array in the physicists' order ⟨pq|rs⟩ = (pr|qs) is passed to these definitions, `coulomb` returns K and `exchange` returns J, and Lean accepts both expressions.

## The Lean file

```lean
import Mathlib

open Matrix

namespace DensityFittedCoulombExchange

noncomputable section

variable {n ι o : Type*} [Fintype n] [Fintype ι] [Fintype o]

/-- The density-fitted two-electron integrals `(pq|rs) = ∑ P, B_P(p,q) B_P(r,s)`. -/
def fittedERI (B : ι → Matrix n n ℝ) (p q r s : n) : ℝ :=
  ∑ P, B P p q * B P r s

/-- The Coulomb matrix `J_pq = ∑ rs, (pq|rs) D_rs` of a density matrix `D`. -/
def coulomb (g : n → n → n → n → ℝ) (D : Matrix n n ℝ) : Matrix n n ℝ :=
  Matrix.of fun p q => ∑ r, ∑ s, g p q r s * D r s

/-- The exchange matrix `K_pq = ∑ rs, (pr|qs) D_rs` of a density matrix `D`. -/
def exchange (g : n → n → n → n → ℝ) (D : Matrix n n ℝ) : Matrix n n ℝ :=
  Matrix.of fun p q => ∑ r, ∑ s, g p r q s * D r s

/-- For arbitrary fitting factors, the Coulomb matrix is a combination of the factors `B_P`
with weights `tr(B_Pᵀ D)`. -/
theorem coulomb_fitted (B : ι → Matrix n n ℝ) (D : Matrix n n ℝ) :
    coulomb (fittedERI B) D = ∑ P, ((B P)ᵀ * D).trace • B P := by
  ext p q
  simp only [coulomb, fittedERI, Matrix.of_apply, Matrix.sum_apply, Matrix.smul_apply,
    smul_eq_mul, Matrix.trace, Matrix.diag_apply, Matrix.mul_apply, Matrix.transpose_apply,
    Finset.sum_mul]
  -- bring the sums over r, s and P into the same order on both sides
  rw [Finset.sum_comm, Finset.sum_comm (s := (Finset.univ : Finset ι))]
  refine Finset.sum_congr rfl fun s _ => ?_
  rw [Finset.sum_comm]
  refine Finset.sum_congr rfl fun P _ => Finset.sum_congr rfl fun r _ => ?_
  ring

/-- For arbitrary fitting factors, the exchange matrix is the sum of the products
`B_P D B_Pᵀ`. -/
theorem exchange_fitted (B : ι → Matrix n n ℝ) (D : Matrix n n ℝ) :
    exchange (fittedERI B) D = ∑ P, B P * D * (B P)ᵀ := by
  ext p q
  simp only [exchange, fittedERI, Matrix.of_apply, Matrix.sum_apply, Matrix.mul_apply,
    Matrix.transpose_apply, Finset.sum_mul]
  -- the same reordering as for the Coulomb matrix
  rw [Finset.sum_comm, Finset.sum_comm (s := (Finset.univ : Finset ι))]
  refine Finset.sum_congr rfl fun s _ => ?_
  rw [Finset.sum_comm]
  refine Finset.sum_congr rfl fun P _ => Finset.sum_congr rfl fun r _ => ?_
  ring

/-- The density-fitted exchange matrix of a positive semidefinite density matrix is positive
semidefinite. -/
theorem exchange_posSemidef (B : ι → Matrix n n ℝ) {D : Matrix n n ℝ} (hD : D.PosSemidef) :
    (exchange (fittedERI B) D).PosSemidef := by
  rw [exchange_fitted]
  -- every term has the form B D Bᴴ, which is positive semidefinite because D is
  refine Matrix.posSemidef_sum _ fun P _ => ?_
  have h := hD.mul_mul_conjTranspose_same (B P)
  rwa [Matrix.conjTranspose_eq_transpose_of_trivial] at h

/-- With symmetric fitting factors, `J(D) = ∑ P, tr(B_P D) B_P` and `K(D) = ∑ P, B_P D B_P`,
and `K(D)` is positive semidefinite whenever `D` is. -/
theorem coulomb_exchange_densityFitted (B : ι → Matrix n n ℝ) (hB : ∀ P, (B P).IsSymm)
    (D : Matrix n n ℝ) :
    coulomb (fittedERI B) D = ∑ P, (B P * D).trace • B P ∧
    exchange (fittedERI B) D = ∑ P, B P * D * B P ∧
    (D.PosSemidef → (exchange (fittedERI B) D).PosSemidef) := by
  have hT : ∀ P, (B P)ᵀ = B P := fun P => (hB P).eq
  refine ⟨?_, ?_, fun hD => exchange_posSemidef B hD⟩
  · rw [coulomb_fitted]
    simp only [hT]
  · rw [exchange_fitted]
    simp only [hT]

/-- If `D' - D` is positive semidefinite, then so is the difference `K(D') - K(D)` of the
density-fitted exchange matrices. -/
theorem exchange_monotone (B : ι → Matrix n n ℝ) {D D' : Matrix n n ℝ}
    (h : (D' - D).PosSemidef) :
    (exchange (fittedERI B) D' - exchange (fittedERI B) D).PosSemidef := by
  -- exchange is linear in the density matrix
  have hlin : exchange (fittedERI B) D' - exchange (fittedERI B) D
      = exchange (fittedERI B) (D' - D) := by
    simp only [exchange_fitted, Matrix.mul_sub, Matrix.sub_mul, Finset.sum_sub_distrib]
  rw [hlin]
  exact exchange_posSemidef B h

/-- For a density matrix `D = C Cᵀ` built from orbital coefficients `C`, the exchange matrix is
the sum of `(B_P C)(B_P C)ᵀ` over the half-transformed factors `B_P C`. -/
theorem exchange_of_orbitals (B : ι → Matrix n n ℝ) (C : Matrix n o ℝ) :
    exchange (fittedERI B) (C * Cᵀ) = ∑ P, (B P * C) * (B P * C)ᵀ := by
  rw [exchange_fitted]
  refine Finset.sum_congr rfl fun P _ => ?_
  simp only [Matrix.transpose_mul, Matrix.mul_assoc]

/-- With symmetric fitting factors, the trace `tr(D J(D))` is the sum of the squares of the traces
`tr(B_P D)`. -/
theorem trace_mul_coulomb (B : ι → Matrix n n ℝ) (hB : ∀ P, (B P).IsSymm)
    (D : Matrix n n ℝ) :
    (D * coulomb (fittedERI B) D).trace = ∑ P, (B P * D).trace ^ 2 := by
  rw [(coulomb_exchange_densityFitted B hB D).1, Matrix.mul_sum, Matrix.trace_sum]
  refine Finset.sum_congr rfl fun P _ => ?_
  rw [Matrix.mul_smul, Matrix.trace_smul, Matrix.trace_mul_comm D (B P), smul_eq_mul, sq]

/-- For two orbitals and the single symmetric factor `diag(1, -1)`, the density matrix
`diag(1, 0)` is positive semidefinite but its Coulomb matrix is not. -/
theorem coulomb_not_posSemidef :
    (!![1, 0; 0, -1] : Matrix (Fin 2) (Fin 2) ℝ).IsSymm ∧
    (!![1, 0; 0, 0] : Matrix (Fin 2) (Fin 2) ℝ).PosSemidef ∧
    ¬ (coulomb (fittedERI fun _ : Fin 1 => (!![1, 0; 0, -1] : Matrix (Fin 2) (Fin 2) ℝ))
        !![1, 0; 0, 0]).PosSemidef := by
  refine ⟨?_, ?_, fun h => ?_⟩
  · ext i j
    fin_cases i <;> fin_cases j <;> simp
  · -- the density matrix is a projector, hence of the form Aᴴ A
    have hP : (!![1, 0; 0, 0] : Matrix (Fin 2) (Fin 2) ℝ)ᴴ * !![1, 0; 0, 0]
        = !![1, 0; 0, 0] := by
      ext i j
      fin_cases i <;> fin_cases j <;>
        simp [Matrix.mul_apply, Fin.sum_univ_two]
    have h := Matrix.posSemidef_conjTranspose_mul_self
      (!![1, 0; 0, 0] : Matrix (Fin 2) (Fin 2) ℝ)
    rwa [hP] at h
  · -- the quadratic form of the Coulomb matrix is negative at the second unit vector
    have h1 := h.dotProduct_mulVec_nonneg ![0, 1]
    norm_num [coulomb, fittedERI, Matrix.mulVec, dotProduct, Fin.sum_univ_two] at h1

end

end DensityFittedCoulombExchange
```

```lean
#print axioms DensityFittedCoulombExchange.coulomb_exchange_densityFitted
-- 'DensityFittedCoulombExchange.coulomb_exchange_densityFitted' depends on axioms: [propext, Classical.choice, Quot.sound]
#print axioms DensityFittedCoulombExchange.exchange_of_orbitals
-- 'DensityFittedCoulombExchange.exchange_of_orbitals' depends on axioms: [propext, Classical.choice, Quot.sound]
#print axioms DensityFittedCoulombExchange.trace_mul_coulomb
-- 'DensityFittedCoulombExchange.trace_mul_coulomb' depends on axioms: [propext, Classical.choice, Quot.sound]
#print axioms DensityFittedCoulombExchange.coulomb_not_posSemidef
-- 'DensityFittedCoulombExchange.coulomb_not_posSemidef' depends on axioms: [propext, Classical.choice, Quot.sound]
```

## From the sums to the proofs

`coulomb_fitted` and `exchange_fitted` prove the formulas with transposes, for arbitrary factors. `ext p q` reduces each matrix equation to its entries, and `simp only` writes products and traces as sums. The uses of `Finset.sum_comm` then exchange the order of summation, as in the derivation above, until the two sides can be compared term by term; `ring` reorders the remaining numerical factors.

`exchange_posSemidef` works with matrices instead of a test vector x. The lemma `mul_mul_conjTranspose_same` says that B_P D B_Pᴴ is positive semidefinite, the conjugate transpose becomes a transpose over the reals, and `Matrix.posSemidef_sum` adds the terms. The factors need not be symmetric here. The main theorem combines these three results and uses the symmetry of the factors, as `hT`, only to remove transposes from the formulas.

`exchange_monotone` first proves linearity, in the form K(D') − K(D) = K(D' − D), and then applies the positivity theorem. `exchange_of_orbitals` regroups each term as

B_P C Cᵀ B_Pᵀ = (B_P C)(B_P C)ᵀ

so that exchange is assembled from the half-transformed factors B_P C. The columns of C need not be orthonormal. `trace_mul_coulomb` inserts the formula for J and uses tr(D B_P) = tr(B_P D) to obtain the squares.

In `coulomb_not_posSemidef`, the matrix diag(1, 0) is positive semidefinite because it equals its own conjugate transpose times itself. If J were positive semidefinite as well, its quadratic form at the vector `![0, 1]` would be non-negative. `norm_num` evaluates that form to −1, which is the contradiction.
